# The product of a site's four Majorana operators anticommutes with each of them

Each site carries four Majorana operators, `b j 0`, `b j 1`, `b j 2` and `c j`, which square to one and anticommute with one another. The theorem `gauge_flips` says that their product D_j = `b j 0 * b j 1 * (b j 2 * c j)` anticommutes with each of the four. The operators are elements of an arbitrary ring, with no Hilbert space, Hermiticity or Hamiltonian assumed. The proof counts signs: a Majorana of the site commutes with itself and anticommutes with the other three, so moving it through D_j gives one minus sign overall. The helpers `aL` and `aR` treat a product in which one factor anticommutes and the other commutes, and `commute_pair` treats two anticommuting factors.

The failing Lean file:

```lean
import Mathlib

open Complex

namespace GaugeFlips

noncomputable section

variable {V A : Type*} [Ring A]

/-- The Majorana relations for three operators `b j r` and one operator `c j` on each site:
each squares to one, and any two different ones anticommute. -/
structure IsMajorana (b : V → Fin 3 → A) (c : V → A) : Prop where
  b_sq : ∀ j r, b j r * b j r = 1
  c_sq : ∀ j, c j * c j = 1
  b_anti : ∀ j r k s, j ≠ k ∨ r ≠ s → b j r * b k s = -(b k s * b j r)
  c_anti : ∀ j k, j ≠ k → c j * c k = -(c k * c j)
  bc_anti : ∀ j r k, b j r * c k = -(c k * b j r)

/-- The gauge operator `D_j`, the product of the four Majoranas of site `j`. -/
def gauge (b : V → Fin 3 → A) (c : V → A) (j : V) : A :=
  b j 0 * b j 1 * (b j 2 * c j)

/-- An operator that anticommutes with two others commutes with their product. -/
theorem commute_pair {x a b : A} (ha : x * a = -(a * x)) (hb : x * b = -(b * x)) :
    Commute x (a * b) := by
  rw [commute_iff_eq, ← mul_assoc, ha, neg_mul, mul_assoc, hb, mul_neg, neg_neg, mul_assoc]

/-- The gauge operator of a site anticommutes with each of the four Majoranas of that site. -/
theorem gauge_flips {b : V → Fin 3 → A} {c : V → A} (h : IsMajorana b c) (j : V) :
    (∀ r, b j r * gauge b c j = -(gauge b c j * b j r)) ∧
      c j * gauge b c j = -(gauge b c j * c j) := by
  -- a product is odd under x if exactly one factor is
  have aL : ∀ {x a b : A}, x * a = -(a * x) → Commute x b → x * (a * b) = -(a * b * x) := by
    intro x a b h1 h2
    rw [← mul_assoc, h1, neg_mul, mul_assoc, h2.eq, mul_assoc]
  have aR : ∀ {x a b : A}, Commute x a → x * b = -(b * x) → x * (a * b) = -(a * b * x) := by
    intro x a b h1 h2
    rw [← mul_assoc, h1.eq, mul_assoc, h2, mul_neg, mul_assoc]
  have cb : ∀ r, c j * b j r = -(b j r * c j) := fun r => by rw [h.bc_anti, neg_neg]
  have bb : ∀ r s, r ≠ s → b j r * b j s = -(b j s * b j r) :=
    fun r s hrs => h.b_anti j r j s (Or.inr hrs)
  unfold gauge
  refine ⟨fun r => ?_, aR (commute_pair (cb 0) (cb 1)) (aL (cb 2) (Commute.refl _))⟩
  match r with
  | 0 => exact aL (aR (Commute.refl _) (bb 0 1 (by decide)))
      (commute_pair (bb 0 2 (by decide)) (h.bc_anti j 0 j))
  | 1 => exact aL (aL (bb 1 0 (by decide)) (Commute.refl _))
      (commute_pair (bb 1 2 (by decide)) (h.bc_anti j 1 j))
  | 2 => exact aR (commute_pair (bb 2 0 (by decide)) (bb 2 1 (by decide)))
      (aR (Commute.refl _) (h.bc_anti j 2 j))

end

end GaugeFlips
```

The compiler's answer:

```
Main.lean:45:2: error: Missing cases:
(Fin.mk (Nat.succ _) _)
Main.lean:46:9: error: Type mismatch
  aL (aR (Commute.refl (b j 0)) (bb 0 1 (of_decide_eq_true (id (Eq.refl true)))))
has type
  Commute (b j 0) ?m.304 → b j 0 * (b j 0 * b j 1 * ?m.304) = -(b j 0 * b j 1 * ?m.304 * b j 0)
but is expected to have type
  b j 0 * (b j 0 * b j 1 * (b j 2 * c j)) = -(b j 0 * b j 1 * (b j 2 * c j) * b j 0)
Main.lean:47:6: error: unexpected token '('; expected command
```

Cause. The fault is in the layout, and all three messages come from it. In the branch `| 0 => exact …`, the tactic block starts at `exact`, in column 9. An argument continued on a new line must stand to the right of that column, but `(commute_pair …)` starts in column 6. Lean therefore ends the term, and with it the whole proof, before this argument, and reports the `(` as an unexpected token where a command should begin.

What was read up to there is incomplete. `aL` has only its first explicit argument, so its type is still an implication waiting for a `Commute` proof, which is the type mismatch. The `match` has only the branch for `0`, so the nonzero indices are reported as missing cases.

The diff puts each `exact` on its own line in column 4. The continuation lines in column 6 now lie to its right and are read as arguments. Branches `1` and `2` had the same layout and need the same change, though Lean never got as far as reporting them. The proof terms themselves are unchanged.

Fix (accepted with no message):

```diff
@@ -44,9 +44,12 @@
   refine ⟨fun r => ?_, aR (commute_pair (cb 0) (cb 1)) (aL (cb 2) (Commute.refl _))⟩
   match r with
-  | 0 => exact aL (aR (Commute.refl _) (bb 0 1 (by decide)))
+  | 0 =>
+    exact aL (aR (Commute.refl _) (bb 0 1 (by decide)))
       (commute_pair (bb 0 2 (by decide)) (h.bc_anti j 0 j))
-  | 1 => exact aL (aL (bb 1 0 (by decide)) (Commute.refl _))
+  | 1 =>
+    exact aL (aL (bb 1 0 (by decide)) (Commute.refl _))
       (commute_pair (bb 1 2 (by decide)) (h.bc_anti j 1 j))
-  | 2 => exact aR (commute_pair (bb 2 0 (by decide)) (bb 2 1 (by decide)))
+  | 2 =>
+    exact aR (commute_pair (bb 2 0 (by decide)) (bb 2 1 (by decide)))
       (aR (Commute.refl _) (h.bc_anti j 2 j))
 
```
